# In a two-level system with a gap, the first-order state generally gives an energy that is wrong at fourth order

**Q.** A state is known only to first order in a perturbation, and its energy expectation value is computed. How wrong is that energy? Please fix the definitions before you answer.

**A.** The unperturbed Hamiltonian is $H_0=\mathrm{diag}(0,g)$ with gap $g>0$. The perturbation is $V=\begin{pmatrix}0&v\\v&w\end{pmatrix}$, where $v$ couples the levels and $w$ shifts the second relative to the first. The strength, often written $\lambda$, is $s$ here, so $H(s)=H_0+sV$. All entries are real.

```lean
import Mathlib

open Matrix Filter Topology

namespace FirstOrderEnergySharpness

noncomputable section

/-- The unperturbed two-level Hamiltonian, with levels `0` and `g`. -/
def unperturbed (g : ℝ) : Matrix (Fin 2) (Fin 2) ℝ := !![0, 0; 0, g]

/-- The perturbation, with coupling `v` between the levels and shift `w` of the second level. -/
def perturbation (v w : ℝ) : Matrix (Fin 2) (Fin 2) ℝ := !![0, v; v, w]

/-- The Hamiltonian at perturbation strength `s`. -/
def hamiltonian (g v w s : ℝ) : Matrix (Fin 2) (Fin 2) ℝ :=
  unperturbed g + s • perturbation v w
```

**Q.** And the state?

**A.** The reference state is $\psi_0=(1,0)$ and its first-order correction is $\psi_1=(0,-v/g)$. The trial vector $\psi_0+s\psi_1=(1,-sv/g)$ is in intermediate normalisation: its component along $\psi_0$ is 1. The unit vector is $(1,-sv/g)/\sqrt{1+s^2v^2/g^2}$.

```lean
/-- The unperturbed state of energy `0`. -/
def psi0 : Fin 2 → ℝ := ![1, 0]

/-- The first-order correction to the state, for a gap `g ≠ 0`. -/
def psi1 (g v : ℝ) : Fin 2 → ℝ := ![0, -v / g]

/-- The trial vector correct to first order in `s`, for a gap `g ≠ 0`. -/
def trial (g v s : ℝ) : Fin 2 → ℝ := psi0 + s • psi1 g v
```

**Q.** Then an expectation value needs the norm divided out.

**A.** `rayleigh` does that, with `⬝ᵥ` the dot product and `*ᵥ` the matrix acting on a vector. I write $R$ for the resulting `trialEnergy` and $E$ for `groundEnergy`, the lower root of the secular equation.

```lean
/-- The Rayleigh quotient of a real matrix `A` at a vector `x ≠ 0`. -/
def rayleigh (A : Matrix (Fin 2) (Fin 2) ℝ) (x : Fin 2 → ℝ) : ℝ :=
  (x ⬝ᵥ A *ᵥ x) / (x ⬝ᵥ x)

/-- The Rayleigh quotient of the first-order trial vector, for a gap `g ≠ 0`. -/
def trialEnergy (g v w s : ℝ) : ℝ := rayleigh (hamiltonian g v w s) (trial g v s)

/-- The lower root of the secular equation of the two-level Hamiltonian. -/
def groundEnergy (g v w s : ℝ) : ℝ :=
  ((g + s * w) - √((g + s * w) ^ 2 + 4 * (s * v) ^ 2)) / 2
```

**Q.** A formula called `groundEnergy` need not be the ground-state energy.

**A.** That is proved. Write $a=g+sw$. The matrix is $\begin{pmatrix}0&sv\\sv&a\end{pmatrix}$, and its eigenvalues $e$ satisfy $e^2-ae-s^2v^2=0$. Squaring the root in the definition of $E$ gives $E^2=aE+s^2v^2$, which is `secular`.

```lean
/-- The Hamiltonian written out as a matrix. -/
theorem hamiltonian_eq (g v w s : ℝ) :
    hamiltonian g v w s = !![0, s * v; s * v, g + s * w] := by
  ext i j
  fin_cases i <;> fin_cases j <;> simp [hamiltonian, unperturbed, perturbation]

/-- The energy `groundEnergy` satisfies the secular equation. -/
theorem secular (g v w s : ℝ) :
    groundEnergy g v w s ^ 2 = (g + s * w) * groundEnergy g v w s + (s * v) ^ 2 := by
  have hr := Real.sq_sqrt (show 0 ≤ (g + s * w) ^ 2 + 4 * (s * v) ^ 2 by positivity)
  unfold groundEnergy
  linear_combination (1 / 4) * hr
```

For any eigenvalue $e$, the quadratic gives $(a-2e)^2=a^2+4s^2v^2$. Hence $a-2e\le\sqrt{a^2+4s^2v^2}$, and so $e\ge E$. The next theorem follows these two steps: `IsLeast` says that $E$ is a zero of the characteristic determinant and that no zero lies below it.

```lean
/-- The energy `groundEnergy` is the least eigenvalue of the Hamiltonian, that is, the least
zero of its characteristic determinant. -/
theorem groundEnergy_isLeast (g v w s : ℝ) :
    IsLeast {e : ℝ | (hamiltonian g v w s - e • (1 : Matrix (Fin 2) (Fin 2) ℝ)).det = 0}
      (groundEnergy g v w s) := by
  have hdet : ∀ e : ℝ, (hamiltonian g v w s - e • (1 : Matrix (Fin 2) (Fin 2) ℝ)).det =
      e ^ 2 - (g + s * w) * e - (s * v) ^ 2 := by
    intro e
    rw [hamiltonian_eq, Matrix.det_fin_two]
    simp
    ring
  constructor
  · show (hamiltonian g v w s - groundEnergy g v w s • (1 : Matrix (Fin 2) (Fin 2) ℝ)).det = 0
    rw [hdet]
    linear_combination secular g v w s
  · intro e he
    have hq : e ^ 2 - (g + s * w) * e - (s * v) ^ 2 = 0 := by
      rw [← hdet e]
      exact he
    have hs : |g + s * w - 2 * e| ≤ √((g + s * w) ^ 2 + 4 * (s * v) ^ 2) :=
      Real.abs_le_sqrt (by linarith)
    have := le_abs_self (g + s * w - 2 * e)
    unfold groundEnergy
    linarith
```

**Q.** Was $\psi_1$ chosen to make the answer come out?

**A.** No, it solves the usual first-order equation $(H_0-E_0)\psi_1+(V-E_1)\psi_0=0$. Here the zeroth- and first-order energies are $E_0=0$ and $E_1=\psi_0\cdot V\psi_0=0$. What remains is $H_0\psi_1=-V\psi_0=(0,-v)$, so the second component of $\psi_1$ is $-v/g$. The theorem checks all three statements: $H_0\psi_0=0$ and the first-order equation component by component, and $E_1=0$ as a single number.

```lean
/-- For a nonzero gap, the zeroth- and first-order energies vanish, and `psi1` solves the
first-order perturbation equation. -/
theorem first_order_equation {g : ℝ} (hg : g ≠ 0) (v w : ℝ) :
    unperturbed g *ᵥ psi0 = 0 ∧ psi0 ⬝ᵥ perturbation v w *ᵥ psi0 = 0 ∧
      unperturbed g *ᵥ psi1 g v + perturbation v w *ᵥ psi0 = 0 := by
  have hc : -v / g * g = -v := by field_simp
  refine ⟨?_, ?_, ?_⟩
  · ext i
    fin_cases i <;> simp [unperturbed, psi0, Matrix.mulVec, dotProduct, Fin.sum_univ_two]
  · simp [perturbation, psi0, Matrix.mulVec, dotProduct, Fin.sum_univ_two]
  · ext i
    fin_cases i <;>
      simp [unperturbed, perturbation, psi0, psi1, hc]
```

**Q.** Now the energy of the trial vector.

**A.** Put $t=sv/g$ and $D=1+t^2$, the squared norm of $(1,-t)$. The numerator of the quotient is
$$N=-2t\,sv+t^2a=-\frac{s^2v^2}{g}+\frac{s^3v^2w}{g^2},$$
and $R=N/D$. In Lean, `hnum` and `hden` compute $N$ and $D$ separately.

```lean
/-- The Rayleigh quotient of the first-order trial vector in closed form, for a nonzero gap. -/
theorem trialEnergy_eq {g : ℝ} (hg : g ≠ 0) (v w s : ℝ) :
    trialEnergy g v w s =
      (s ^ 3 * v ^ 2 * w / g ^ 2 - s ^ 2 * v ^ 2 / g) / (1 + (s * v / g) ^ 2) := by
  have ht : trial g v s = ![1, -(s * v / g)] := by
    ext i
    fin_cases i <;> simp [trial, psi0, psi1]
    ring
  have hnum : ![1, -(s * v / g)] ⬝ᵥ !![0, s * v; s * v, g + s * w] *ᵥ ![1, -(s * v / g)] =
      s ^ 3 * v ^ 2 * w / g ^ 2 - s ^ 2 * v ^ 2 / g := by
    simp [Matrix.mulVec, dotProduct, Fin.sum_univ_two]
    field_simp
    ring
  have hden : ![1, -(s * v / g)] ⬝ᵥ ![1, -(s * v / g)] = 1 + (s * v / g) ^ 2 := by
    simp [dotProduct, Fin.sum_univ_two, pow_two]
  rw [trialEnergy, rayleigh, hamiltonian_eq, ht, hnum, hden]
```

**Q.** Do you now expand the square root in $E$?

**A.** There is no need. The secular equation removes it:
$$(R-E)(a-E-R)=aR-R^2+E^2-aE=aR-R^2+s^2v^2.$$
Multiply by $D^2$, and use $RD=N$ and $N=at^2-2svt$:
$$\begin{aligned}
aND-N^2+s^2v^2D^2&=(at^2-2svt)(a+2svt)+s^2v^2(1+t^2)^2\\
&=\big(at-sv(1-t^2)\big)^2.
\end{aligned}$$
Since $sv=tg$, the bracket is $tsw+t^3g=s^2\left(\frac{vw}{g}+\frac{sv^3}{g^2}\right)$. Therefore
$$(R-E)(a-E-R)D^2=s^4\left(\frac{vw}{g}+\frac{sv^3}{g^2}\right)^2.$$
In the proof, `hid` is the identity left after both energies are eliminated, and `linear_combination` joins it to the secular equation and to $RD=N$.

```lean
/-- An exact identity for the energy error of the first-order trial vector, for a nonzero gap:
the factor `s ^ 4` splits off. -/
theorem error_identity {g : ℝ} (hg : g ≠ 0) (v w s : ℝ) :
    (trialEnergy g v w s - groundEnergy g v w s) *
      (g + s * w - groundEnergy g v w s - trialEnergy g v w s) *
      (1 + (s * v / g) ^ 2) ^ 2 = s ^ 4 * (v * w / g + s * v ^ 3 / g ^ 2) ^ 2 := by
  have hE := secular g v w s
  have hD : 1 + (s * v / g) ^ 2 ≠ 0 := by positivity
  have hR := (eq_div_iff hD).mp (trialEnergy_eq hg v w s)
  set N := s ^ 3 * v ^ 2 * w / g ^ 2 - s ^ 2 * v ^ 2 / g with hN
  -- eliminating both energies leaves a rational identity in the parameters
  have hid : N * (g + s * w) * (1 + (s * v / g) ^ 2) - N ^ 2 +
      (s * v) ^ 2 * (1 + (s * v / g) ^ 2) ^ 2 =
      s ^ 4 * (v * w / g + s * v ^ 3 / g ^ 2) ^ 2 := by
    rw [hN]
    field_simp
    ring
  linear_combination (1 + (s * v / g) ^ 2) ^ 2 * hE + hid +
    ((g + s * w) * (1 + (s * v / g) ^ 2) -
      (trialEnergy g v w s * (1 + (s * v / g) ^ 2) + N)) * hR
```

**Q.** So the error is $s^4$ times something. What is its limit?

**A.** The two eigenvalues sum to $a$, so $a-E$ is the upper level and $a-E-R$ is its distance from the trial energy. As $s\to0$, both $E$ and $R$ tend to 0, $a$ tends to $g$ and $D$ to 1. For small $s\ne0$ we may divide:
$$\frac{R-E}{s^4}=\frac{(vw/g+sv^3/g^2)^2}{D^2(a-E-R)}\longrightarrow\frac{v^2w^2}{g^3}.$$
In Lean, `𝓝[≠] 0` means that $s$ approaches 0 from either side without equalling it. The limits `hnum` and `hden` come from continuity, and `key` is the division above.

```lean
/-- For a positive gap, the energy error of the first-order trial vector divided by `s ^ 4`
tends to `v ^ 2 * w ^ 2 / g ^ 3` as the perturbation is switched off. -/
theorem error_fourth_order {g : ℝ} (hg : 0 < g) (v w : ℝ) :
    Tendsto (fun s => (trialEnergy g v w s - groundEnergy g v w s) / s ^ 4)
      (𝓝[≠] 0) (𝓝 (v ^ 2 * w ^ 2 / g ^ 3)) := by
  have hE : Continuous fun s => groundEnergy g v w s := by
    simp only [groundEnergy]
    fun_prop
  have hR : Continuous fun s => trialEnergy g v w s := by
    simp only [trialEnergy_eq hg.ne']
    exact Continuous.div (by fun_prop) (by fun_prop) (fun s => by positivity)
  -- the denominator of the quotient is continuous in `s`; its value at `s = 0` is the gap `g`
  have hc : Continuous fun s => (1 + (s * v / g) ^ 2) ^ 2 *
      (g + s * w - groundEnergy g v w s - trialEnergy g v w s) :=
    (by fun_prop : Continuous fun s : ℝ => (1 + (s * v / g) ^ 2) ^ 2).mul
      (((by fun_prop : Continuous fun s : ℝ => g + s * w).sub hE).sub hR)
  have hden := (hc.tendsto' 0 g (by
    rw [trialEnergy_eq hg.ne']
    simp [groundEnergy, Real.sqrt_sq hg.le])).mono_left
      (nhdsWithin_le_nhds (s := {(0 : ℝ)}ᶜ))
  have hnum := ((by fun_prop : Continuous fun s : ℝ =>
    (v * w / g + s * v ^ 3 / g ^ 2) ^ 2).tendsto' 0 ((v * w / g) ^ 2) (by simp)).mono_left
      (nhdsWithin_le_nhds (s := {(0 : ℝ)}ᶜ))
  have hval : v ^ 2 * w ^ 2 / g ^ 3 = (v * w / g) ^ 2 / g := by field_simp
  rw [hval]
  refine (hnum.div hden hg.ne').congr' ?_
  filter_upwards [self_mem_nhdsWithin, hden.eventually_ne hg.ne'] with s hs hG
  have key : (v * w / g + s * v ^ 3 / g ^ 2) ^ 2 / ((1 + (s * v / g) ^ 2) ^ 2 *
      (g + s * w - groundEnergy g v w s - trialEnergy g v w s)) =
      (trialEnergy g v w s - groundEnergy g v w s) / s ^ 4 := by
    rw [div_eq_div_iff hG (pow_ne_zero 4 hs)]
    linear_combination -(error_identity hg.ne' v w s)
  exact key
```

**Q.** What does $g>0$ stand for physically?

**A.** The reference state is the non-degenerate ground state of $H_0$. If $g<0$, the trial vector follows the upper level while $E$ is the lower one, and their difference does not vanish as $s\to0$.

**Q.** Is the fourth order always missed?

**A.** It is missed when $v$ and $w$ are both nonzero. If either is zero, the limit is zero. For $g=v=w=1$ the Hamiltonian is $\begin{pmatrix}0&s\\s&1+s\end{pmatrix}$, the trial vector is $(1,-s)$, and the limit is 1. The last theorem obtains this by substitution.

```lean
/-- For the Hamiltonian `[[0, s], [s, 1 + s]]` and the trial vector `(1, -s)`, the Rayleigh
quotient is `(s ^ 3 - s ^ 2) / (1 + s ^ 2)`, and its error divided by `s ^ 4` tends to `1`
as `s` tends to `0`. -/
theorem unit_parameters :
    (∀ s, hamiltonian 1 1 1 s = !![0, s; s, 1 + s]) ∧
    (∀ s, trial 1 1 s = ![1, -s]) ∧
    (∀ s, trialEnergy 1 1 1 s = (s ^ 3 - s ^ 2) / (1 + s ^ 2)) ∧
    Tendsto (fun s => ((s ^ 3 - s ^ 2) / (1 + s ^ 2) - groundEnergy 1 1 1 s) / s ^ 4)
      (𝓝[≠] 0) (𝓝 1) := by
  have hR : ∀ s, trialEnergy 1 1 1 s = (s ^ 3 - s ^ 2) / (1 + s ^ 2) := by
    intro s
    rw [trialEnergy_eq one_ne_zero]
    simp
  refine ⟨fun s => by rw [hamiltonian_eq]; simp, fun s => ?_, hR, ?_⟩
  · ext i
    fin_cases i <;> simp [trial, psi0, psi1]
  · have h := error_fourth_order one_pos 1 1
    simpa only [hR, one_pow, mul_one, div_one] using h

end

end FirstOrderEnergySharpness
```

```lean
#print axioms FirstOrderEnergySharpness.groundEnergy_isLeast
#print axioms FirstOrderEnergySharpness.first_order_equation
#print axioms FirstOrderEnergySharpness.error_fourth_order
#print axioms FirstOrderEnergySharpness.unit_parameters
```

```
'FirstOrderEnergySharpness.groundEnergy_isLeast' depends on axioms: [propext, Classical.choice, Quot.sound]
'FirstOrderEnergySharpness.first_order_equation' depends on axioms: [propext, Classical.choice, Quot.sound]
'FirstOrderEnergySharpness.error_fourth_order' depends on axioms: [propext, Classical.choice, Quot.sound]
'FirstOrderEnergySharpness.unit_parameters' depends on axioms: [propext, Classical.choice, Quot.sound]
```

**Q.** Is this the $2n+1$ rule, by which a state correct to order $n$ gives the energy to order $2n+1$?

**A.** It is the case $n=1$ for two levels, together with the size of the first error. A molecule usually has many coupled levels, which the theorems here do not treat.

**Q.** Where would I meet this in an actual calculation?

**A.** In Møller–Plesset theory, a first-order double-excitation amplitude is a coupling integral divided by an orbital-energy difference, as $-v/g$ is in this two-level model. In the model, this amplitude gives the second-order energy $-v^2/g$ and the third-order energy $v^2w/g^2$. The next correction to the state has amplitude $vw/g^2$ on the upper level. The trial vector lacks it, and the gap times its square is the limit $v^2w^2/g^3$. This is the error of the quotient $R$. A standard third-order Møller–Plesset calculation does not evaluate $R$ but adds the energy terms up to third order. In the model, the error of that sum divided by $s^4$ tends to $(v^2w^2-v^4)/g^3$ instead.

With $g=v=w=1$ and $s=0.1$, one finds $R\approx-0.008911$ and $E\approx-0.009017$. The difference is about $1.06\times10^{-4}$, close to $s^4=10^{-4}$.
